# An energy cutoff C > 0 on the eigenstates of a finite Hermitian H changes the dichroic sum ‖a‖² − ‖b‖² by at most max(‖Ha‖², ‖Hb‖²)/C²

A calculated dichroism spectrum that stops at too few final states loses intensity, and it need not lose the same amount for the two circular polarisations. The integrated difference can then be wrong, even in sign if its true value is small. Once the kept states are computed, this error is known exactly, because the full difference follows from the norms of the two dipole vectors without any final states. A bound on the missing part is useful earlier, when the cutoff is chosen. The one derived here needs only the Hamiltonian applied once to each dipole vector.

## Final states, amplitudes and the cutoff

Let $V$ be a finite-dimensional complex inner product space and $H$ a linear map on it. In the application, $a=D_+|g\rangle$ and $b=D_-|g\rangle$ are the vectors produced from the ground state $|g\rangle$ by the two circular dipole operators. The theorems take $a$ and $b$ to be arbitrary vectors of $V$.

```lean
import Mathlib

open scoped InnerProductSpace

namespace DichroicTruncation

noncomputable section

variable {V : Type*} [NormedAddCommGroup V] [InnerProductSpace ℂ V] [FiniteDimensional ℂ V]
  {H : V →ₗ[ℂ] V}
```

Hermiticity is the hypothesis `hH : H.IsSymmetric`, which says $\langle Hx,y\rangle=\langle x,Hy\rangle$ for all $x,y$. The spectral theorem then supplies an orthonormal eigenbasis $v_i$ with real energies $E_i$, where $i$ runs from $0$ to $\dim V-1$:
$$Hv_i=E_iv_i .$$

```lean
/-- The energy of the `i`-th final state, an eigenvalue of the Hermitian operator `H`. -/
def energy (hH : H.IsSymmetric) (i : Fin (Module.finrank ℂ V)) : ℝ :=
  hH.eigenvalues rfl i
```

The amplitude for reaching state $i$ is $\langle v_i,a\rangle$, conjugate-linear in the first slot as in Dirac notation.

```lean
/-- The transition amplitude: the overlap of the `i`-th eigenvector of `H` with the dipole
vector `a`. -/
def amplitude (hH : H.IsSymmetric) (a : V) (i : Fin (Module.finrank ℂ V)) : ℂ :=
  ⟪hH.eigenvectorBasis rfl i, a⟫_ℂ
```

The line strength is $s_i(a)=|\langle v_i,a\rangle|^2$, with no photon-energy prefactor and no broadening.

```lean
/-- The line strength: the squared modulus of the transition amplitude. -/
def strength (hH : H.IsSymmetric) (a : V) (i : Fin (Module.finrank ℂ V)) : ℝ :=
  ‖amplitude hH a i‖ ^ 2
```

For a cutoff $C$, the truncated calculation gives
$$\Delta_C=\sum_{|E_i|\le C}\bigl(s_i(a)-s_i(b)\bigr).$$
Energies are measured from the zero of $H$. For a window centred on a nonzero energy $\varepsilon$ on this scale, such as the final-state energy at an absorption edge, the results are applied to $H-\varepsilon$.

```lean
/-- The dichroic sum over the final states with `|energy| ≤ C` only. -/
def keptDichroism (hH : H.IsSymmetric) (C : ℝ) (a b : V) : ℝ :=
  ∑ i with |energy hH i| ≤ C, (strength hH a i - strength hH b i)
```

The strength left out for one polarisation is
$$R_C(a)=\sum_{|E_i|>C}s_i(a).$$

```lean
/-- The total line strength of the final states with `|energy| > C`. -/
def omittedStrength (hH : H.IsSymmetric) (C : ℝ) (a : V) : ℝ :=
  ∑ i with C < |energy hH i|, strength hH a i
```

## Sum rules for strength and energy moments

Moving $H$ to the other side of the inner product gives
$$\langle v_i,Ha\rangle=\langle Hv_i,a\rangle=E_i\langle v_i,a\rangle ,$$
where the last step uses that $E_i$ is real.

```lean
/-- Acting with `H` on the dipole vector multiplies each transition amplitude by the energy of
the final state. -/
theorem amplitude_apply (hH : H.IsSymmetric) (a : V) (i : Fin (Module.finrank ℂ V)) :
    amplitude hH (H a) i = (energy hH i : ℂ) * amplitude hH a i := by
  have h : H (hH.eigenvectorBasis rfl i)
      = (energy hH i : ℂ) • hH.eigenvectorBasis rfl i := hH.apply_eigenvectorBasis rfl i
  unfold amplitude
  rw [← hH (hH.eigenvectorBasis rfl i) a, h, inner_smul_left, Complex.conj_ofReal]
```

The rewriting follows the same order: symmetry, the eigenvalue equation, then removal of the conjugate from a real number.

Completeness of the eigenbasis gives the total strength:
$$\sum_i s_i(a)=\sum_i|\langle v_i,a\rangle|^2=\|a\|^2 .$$
The full dichroic sum is therefore $\|a\|^2-\|b\|^2$. Its relation to an orbital moment, familiar from X-ray dichroism, requires further assumptions about the shells involved and plays no part here.

```lean
/-- Sum rule: the line strengths of all final states add up to the squared norm of the dipole
vector. -/
theorem sum_strength (hH : H.IsSymmetric) (a : V) :
    ∑ i, strength hH a i = ‖a‖ ^ 2 := by
  rw [← (hH.eigenvectorBasis rfl).repr.norm_map a, EuclideanSpace.norm_sq_eq]
  simp only [strength, amplitude, OrthonormalBasis.repr_apply_apply]
```

In Lean, `repr` maps $a$ to its list of amplitudes, and this map preserves the norm.

Repeating the amplitude identity $k$ times gives $\langle v_i,H^ka\rangle=E_i^k\langle v_i,a\rangle$. Completeness applied to $H^ka$ then yields
$$\sum_i E_i^{2k}s_i(a)=\|H^ka\|^2 .$$

```lean
/-- Moment sum rule: the line strengths weighted with the `2k`-th power of the energy add up to
the squared norm of `H ^ k` applied to the dipole vector. -/
theorem sum_moment (hH : H.IsSymmetric) (k : ℕ) (a : V) :
    ∑ i, (energy hH i ^ k) ^ 2 * strength hH a i = ‖(H ^ k) a‖ ^ 2 := by
  have hpow : ∀ i, amplitude hH ((H ^ k) a) i
      = (energy hH i : ℂ) ^ k * amplitude hH a i := by
    intro i
    induction k with
    | zero => simp
    | succ k ih =>
      rw [pow_succ', Module.End.mul_apply, amplitude_apply, ih]
      ring
  rw [← sum_strength hH]
  refine Finset.sum_congr rfl fun i _ => ?_
  unfold strength
  rw [hpow i, norm_mul, norm_pow, Complex.norm_real, Real.norm_eq_abs, mul_pow,
    ← abs_pow, sq_abs]
```

The local statement `hpow` is the repeated identity, proved by induction on $k$. The remaining lines take squared moduli term by term.

## How much strength can lie beyond the cutoff

Let $C>0$. Every omitted state has $|E_i|>C$, hence $C^{2k}\le E_i^{2k}$. Therefore
$$C^{2k}R_C(a)\le\sum_{|E_i|>C}E_i^{2k}s_i(a)\le\sum_iE_i^{2k}s_i(a)=\|H^ka\|^2 .$$
The second inequality adds the kept states, whose terms are nonnegative. Dividing by $C^{2k}$ gives $R_C(a)\le\|H^ka\|^2/C^{2k}$.

```lean
/-- For a cutoff `C > 0`, the strength of the omitted final states is at most
`‖H ^ k a‖ ^ 2 / C ^ (2 k)`. -/
theorem omittedStrength_le (hH : H.IsSymmetric) {C : ℝ} (hC : 0 < C) (k : ℕ) (a : V) :
    omittedStrength hH C a ≤ ‖(H ^ k) a‖ ^ 2 / C ^ (2 * k) := by
  have hs : ∀ i, 0 ≤ strength hH a i := fun i => by unfold strength; positivity
  rw [le_div_iff₀ (by positivity), ← sum_moment hH, omittedStrength, Finset.sum_mul]
  calc ∑ i with C < |energy hH i|, strength hH a i * C ^ (2 * k)
      ≤ ∑ i with C < |energy hH i|, (energy hH i ^ k) ^ 2 * strength hH a i := by
        refine Finset.sum_le_sum fun i hi => ?_
        have hi' : C < |energy hH i| := (Finset.mem_filter.mp hi).2
        -- every omitted state has an energy beyond the cutoff
        have h : C ^ (2 * k) ≤ (energy hH i ^ k) ^ 2 := by
          rw [← sq_abs (energy hH i ^ k), abs_pow, ← pow_mul, mul_comm k 2]
          exact pow_le_pow_left₀ hC.le hi'.le _
        linarith [mul_le_mul_of_nonneg_right h (hs i)]
    _ ≤ ∑ i, (energy hH i ^ k) ^ 2 * strength hH a i :=
        Finset.sum_le_sum_of_subset_of_nonneg (Finset.filter_subset _ _)
          (fun i _ _ => mul_nonneg (sq_nonneg _) (hs i))
```

The `calc` block contains these two inequalities in this order, after `le_div_iff₀` has cleared the denominator. The sign of $C$ matters: a large negative $C$ would omit every state and still make the right-hand side small for $k\ge1$.

## The error as a difference of two losses

Each state is either kept or omitted, so for each polarisation the kept strength and the omitted strength add up to the squared norm. Subtracting the two polarisations gives
$$\bigl(\|a\|^2-\|b\|^2\bigr)-\Delta_C=R_C(a)-R_C(b).$$

```lean
/-- The truncation error of the dichroic sum is the difference of the strengths omitted for the
two polarisations. -/
theorem truncation_error_eq (hH : H.IsSymmetric) (C : ℝ) (a b : V) :
    (‖a‖ ^ 2 - ‖b‖ ^ 2) - keptDichroism hH C a b
      = omittedStrength hH C a - omittedStrength hH C b := by
  -- kept and omitted states together exhaust the sum rule
  have split : ∀ x : V, (∑ i with |energy hH i| ≤ C, strength hH x i)
      + omittedStrength hH C x = ‖x‖ ^ 2 := by
    intro x
    rw [← sum_strength hH x]
    simp only [omittedStrength, Finset.sum_filter, ← Finset.sum_add_distrib]
    refine Finset.sum_congr rfl fun i _ => ?_
    rcases le_or_gt |energy hH i| C with h | h
    · simp [h, not_lt_of_ge h]
    · simp [h, not_le_of_gt h]
  rw [keptDichroism, Finset.sum_sub_distrib]
  linarith [split a, split b]
```

The statement `split` is the bookkeeping for a single vector, checked state by state with the two cases $|E_i|\le C$ and $|E_i|>C$. This identity holds for every real $C$.

Both losses are nonnegative, and two nonnegative numbers differ by at most the larger one. With $C>0$ this gives, for every natural number $k$,
$$\Bigl|\bigl(\|a\|^2-\|b\|^2\bigr)-\Delta_C\Bigr|\le\max\bigl(R_C(a),R_C(b)\bigr)\le\frac{\max\bigl(\|H^ka\|^2,\|H^kb\|^2\bigr)}{C^{2k}} .$$

```lean
/-- For a cutoff `C > 0` and any `k`, omitting all final states with `|energy| > C` changes the
dichroic sum by at most `max (‖H ^ k a‖ ^ 2) (‖H ^ k b‖ ^ 2) / C ^ (2 k)`. -/
theorem truncation_error_le_moment (hH : H.IsSymmetric) {C : ℝ} (hC : 0 < C) (k : ℕ)
    (a b : V) :
    |(‖a‖ ^ 2 - ‖b‖ ^ 2) - keptDichroism hH C a b|
      ≤ max (‖(H ^ k) a‖ ^ 2) (‖(H ^ k) b‖ ^ 2) / C ^ (2 * k) := by
  have h0 : ∀ x : V, 0 ≤ omittedStrength hH C x := fun x =>
    Finset.sum_nonneg fun i _ => by unfold strength; positivity
  have h1 : ‖(H ^ k) a‖ ^ 2 / C ^ (2 * k)
      ≤ max (‖(H ^ k) a‖ ^ 2) (‖(H ^ k) b‖ ^ 2) / C ^ (2 * k) := by
    gcongr
    exact le_max_left _ _
  have h2 : ‖(H ^ k) b‖ ^ 2 / C ^ (2 * k)
      ≤ max (‖(H ^ k) a‖ ^ 2) (‖(H ^ k) b‖ ^ 2) / C ^ (2 * k) := by
    gcongr
    exact le_max_right _ _
  -- two nonnegative numbers differ by at most the larger one
  rw [truncation_error_eq, abs_le]
  constructor <;>
    linarith [h0 a, h0 b, omittedStrength_le hH hC k a, omittedStrength_le hH hC k b]
```

Here `h1` and `h2` replace each polarisation's bound by the common maximum. After `abs_le` splits the absolute value into a lower and an upper inequality, `linarith` closes both.

The case $k=1$ is the estimate in the title:
$$\Bigl|\bigl(\|a\|^2-\|b\|^2\bigr)-\Delta_C\Bigr|\le\frac{\max\bigl(\|Ha\|^2,\|Hb\|^2\bigr)}{C^2} .$$

```lean
/-- For a cutoff `C > 0`, omitting all final states with `|energy| > C` changes the dichroic sum
`‖a‖ ^ 2 - ‖b‖ ^ 2` by at most `max (‖H a‖ ^ 2) (‖H b‖ ^ 2) / C ^ 2`. -/
theorem truncation_error_le (hH : H.IsSymmetric) {C : ℝ} (hC : 0 < C) (a b : V) :
    |(‖a‖ ^ 2 - ‖b‖ ^ 2) - keptDichroism hH C a b|
      ≤ max (‖H a‖ ^ 2) (‖H b‖ ^ 2) / C ^ 2 := by
  simpa only [pow_one, mul_one] using truncation_error_le_moment hH hC 1 a b
```

For exact diagonalisation in a finite many-electron basis, this gives a cutoff sufficient for a chosen tolerance on the integrated dichroism once the ground state is known, before the final states are computed. It concerns exact eigenvectors of the given $H$. Approximate eigenvectors, the error of the finite basis itself and the shape of the spectrum are separate questions.

## A two-level instance

Take $H=\mathrm{diag}(1,5)$, $a=(6,2)$, $b=(3,1)$ and $C=4$, in arbitrary units. The full dichroic sum is $40-10=30$. Only the state at energy $1$ is kept, so $\Delta_C=36-9=27$ and the error is $3$, the difference of the omitted strengths $4$ and $1$.

For the bound, $Ha=(6,10)$ and $Hb=(3,5)$ have squared norms $136$ and $34$, which gives $136/16=8.5$. The choice $k=0$ gives only $40$, and $k=2$ gives $2536/256\approx9.9$. A higher moment is thus not automatically better.

## A single line just beyond the cutoff

The smallest informative case has all the strength of $a$ in one level and none in $b$. Let $Ha=\omega a$ with $|\omega|>C>0$, and let $b=0$. For a kept state, evaluating $\langle v_i,Ha\rangle$ in two ways gives
$$(\omega-E_i)\langle v_i,a\rangle=0 .$$
Since $|E_i|\le C<|\omega|$, the first factor is nonzero and the amplitude vanishes. Hence $\Delta_C=0$ and the error is $\|a\|^2$, while the bound is $\omega^2\|a\|^2/C^2$. Thus
$$\text{error}=\Bigl(\frac{C}{\omega}\Bigr)^2\times\text{bound}.$$

```lean
/-- If `a` is an eigenvector of `H` with energy `ω` beyond the cutoff, `|ω| > C > 0`, and `b = 0`,
then the truncation error equals `(C / ω) ^ 2` times the bound of `truncation_error_le`. -/
theorem truncation_error_eigenvector (hH : H.IsSymmetric) {C ω : ℝ} (hC : 0 < C)
    (hω : C < |ω|) {a : V} (ha : H a = (ω : ℂ) • a) :
    |(‖a‖ ^ 2 - ‖(0 : V)‖ ^ 2) - keptDichroism hH C a 0|
      = (C / ω) ^ 2 * (max (‖H a‖ ^ 2) (‖H 0‖ ^ 2) / C ^ 2) := by
  have hω0 : ω ≠ 0 := abs_pos.mp (hC.trans hω)
  -- the kept states are orthogonal to `a`
  have hk : keptDichroism hH C a 0 = 0 := by
    refine Finset.sum_eq_zero fun i hi => ?_
    have hi' : |energy hH i| ≤ C := (Finset.mem_filter.mp hi).2
    have hne : (ω : ℂ) - (energy hH i : ℂ) ≠ 0 := by
      intro h
      have h' : ω = energy hH i := by exact_mod_cast sub_eq_zero.mp h
      rw [h'] at hω
      exact absurd hi' (not_le_of_gt hω)
    have h1 : amplitude hH (H a) i = (ω : ℂ) * amplitude hH a i := by
      rw [ha]
      exact inner_smul_right _ _ _
    have h2 : ((ω : ℂ) - (energy hH i : ℂ)) * amplitude hH a i = 0 := by
      linear_combination amplitude_apply hH a i - h1
    have h3 : amplitude hH a i = 0 := (mul_eq_zero.mp h2).resolve_left hne
    have h4 : amplitude hH 0 i = 0 := inner_zero_right _
    simp [strength, h3, h4]
  have hn : ‖H a‖ ^ 2 = ω ^ 2 * ‖a‖ ^ 2 := by
    rw [ha, norm_smul, Complex.norm_real, Real.norm_eq_abs, mul_pow, sq_abs]
  have hz : ‖H 0‖ ^ 2 = 0 := by simp
  have hz' : ‖(0 : V)‖ ^ 2 = 0 := by simp
  rw [hk, hn, hz, hz', sub_zero, sub_zero, abs_of_nonneg (sq_nonneg ‖a‖),
    max_eq_left (by positivity)]
  field_simp

end

end DichroicTruncation
```

The statement `hk` contains the orthogonality argument, `hn` evaluates $\|Ha\|^2=\omega^2\|a\|^2$, and `field_simp` cancels the powers of $C$ and $\omega$. The theorem also admits $a=0$, where both sides are zero.

For $a\ne0$, letting $|\omega|$ approach $C$ from above sends the ratio of error to bound to $1$. It follows that no constant smaller than $1$ in front of the bound would serve for all $H$, $a$, $b$ and $C$; this limit is taken by hand, since the theorem treats one $\omega$ at a time.

```lean
#print axioms DichroicTruncation.truncation_error_le
-- 'DichroicTruncation.truncation_error_le' depends on axioms: [propext, Classical.choice, Quot.sound]
#print axioms DichroicTruncation.truncation_error_eigenvector
-- 'DichroicTruncation.truncation_error_eigenvector' depends on axioms: [propext, Classical.choice, Quot.sound]
```
